# A perturbation of norm 1 can give a non-Hermitian two-level Hamiltonian an eigenvalue at distance at least 2 from both unperturbed levels

The declaration concerns one explicit 2×2 matrix H = S diag(0, 1) S⁻¹, with levels 0 and 1, whose eigenvectors are the columns (1, 0) and (6, 1) of S; they are not orthogonal, having overlap 6/√37 once normalised, so H is not Hermitian. It states that S has invertible determinant, that the perturbation V with rows (0, 0) and (1, 0) has operator norm 1, that (H + V)(2, 1) = 3·(2, 1), and that 3 lies at distance at least 2 from each level. The eigenvector (2, 1) is unnormalised; dividing it by √5 normalises it and leaves the eigenvalue 3 unchanged. The attempt gets the norm of V from V\*V = diag(1, 0), computes S⁻¹ and then H explicitly, and checks the eigenvalue equation and the distances case by case.

An attempt in Lean 4 with a fault in it:

```lean
import Mathlib

open Matrix
open scoped Matrix.Norms.L2Operator

namespace ConditionNumberNeeded

variable {n : Type*} [Fintype n] [DecidableEq n]

/-- The matrix `S diag(d) S⁻¹` with levels `d k` and the columns of `S` as eigenvectors,
for invertible `S`. -/
noncomputable def hamiltonian (S : Matrix n n ℂ) (d : n → ℂ) : Matrix n n ℂ :=
  S * diagonal d * S⁻¹

/-- A two-level matrix with levels 0 and 1 and non-orthogonal eigenvectors: a perturbation of
norm 1 produces the eigenvalue 3, at distance at least 2 from both levels. -/
theorem condition_number_needed :
    IsUnit (!![1, 6; 0, 1] : Matrix (Fin 2) (Fin 2) ℂ).det ∧
    ‖(!![0, 0; 1, 0] : Matrix (Fin 2) (Fin 2) ℂ)‖ = 1 ∧
    (hamiltonian !![1, 6; 0, 1] ![0, 1] + !![0, 0; 1, 0]) *ᵥ ![2, 1]
      = (3 : ℂ) • ![2, 1] ∧
    ∀ k, 2 ≤ ‖(3 : ℂ) - (![0, 1] : Fin 2 → ℂ) k‖ := by
  refine ⟨by simp [Matrix.det_fin_two], ?_, ?_, ?_⟩
  · -- the norm follows from V* V = diag(1, 0)
    have h : star (!![0, 0; 1, 0] : Matrix (Fin 2) (Fin 2) ℂ) * !![0, 0; 1, 0]
        = diagonal ![1, 0] := by
      ext i j
      fin_cases i <;> fin_cases j <;>
        simp [Matrix.star_eq_conjTranspose, Matrix.mul_apply, Fin.sum_univ_succ]
    have hv : ‖(![1, 0] : Fin 2 → ℂ)‖ = 1 := by
      apply le_antisymm
      · rw [pi_norm_le_iff_of_nonneg zero_le_one]
        intro k
        fin_cases k <;> simp
      · simpa using norm_le_pi_norm (![1, 0] : Fin 2 → ℂ) 0
    have hs := CStarRing.norm_star_mul_self (x := (!![0, 0; 1, 0] : Matrix (Fin 2) (Fin 2) ℂ))
    rw [h, l2_opNorm_diagonal, hv] at hs
    have h0 := norm_nonneg (!![0, 0; 1, 0] : Matrix (Fin 2) (Fin 2) ℂ)
    apply le_antisymm <;> nlinarith
  · have hinv : (!![1, 6; 0, 1] : Matrix (Fin 2) (Fin 2) ℂ)⁻¹ = !![1, -6; 0, 1] := by
      apply Matrix.inv_eq_right_inv
      ext i j
      fin_cases i <;> fin_cases j <;> simp [Matrix.mul_apply, Fin.sum_univ_succ]
    have hH : hamiltonian !![1, 6; 0, 1] ![0, 1]
        = (!![0, 6; 0, 1] : Matrix (Fin 2) (Fin 2) ℂ) := by
      rw [hamiltonian, hinv]
      ext i j
      fin_cases i <;> fin_cases j <;>
        simp [Matrix.mul_apply, Fin.sum_univ_succ, Matrix.diagonal_apply]
    rw [hH]
    ext i
    fin_cases i <;> simp [Matrix.mulVec, dotProduct, Fin.sum_univ_succ] <;> norm_num
  · intro k
    fin_cases k <;> norm_num

end ConditionNumberNeeded
```

Lean reports:

```
Main.lean:45:57: error: unsolved goals
case «0».«0»
hinv : !![1, 6; 0, 1]⁻¹ = !![1, -6; 0, 1]
⊢ (![1, 6] ᵥ* diagonal ![0, 1]) 0 = 0

case «0».«1»
hinv : !![1, 6; 0, 1]⁻¹ = !![1, -6; 0, 1]
⊢ -((![1, 6] ᵥ* diagonal ![0, 1]) 0 * 6) + (![1, 6] ᵥ* diagonal ![0, 1]) 1 = 6

case «1».«0»
hinv : !![1, 6; 0, 1]⁻¹ = !![1, -6; 0, 1]
⊢ (![0, 1] ᵥ* diagonal ![0, 1]) 0 = 0

case «1».«1»
hinv : !![1, 6; 0, 1]⁻¹ = !![1, -6; 0, 1]
⊢ -((![0, 1] ᵥ* diagonal ![0, 1]) 0 * 6) + (![0, 1] ᵥ* diagonal ![0, 1]) 1 = 1
Main.lean:49:51: warning: This simp argument is unused:
  Matrix.diagonal_apply

Hint: Omit it from the simp argument list.
  [apply] simp [Matrix.mul_apply, Fin.sum_univ_succ]

Note: This linter can be disabled with `set_option linter.unusedSimpArgs false`
```

What went wrong. The error lies in `hH`, which should show that H has rows (0, 6) and (0, 1). In all four entries `simp` stops at terms such as `(![1, 6] ᵥ* diagonal ![0, 1]) 0`: it has turned the inner product S diag(0, 1) into rows of S multiplying the diagonal matrix, and cannot evaluate these.

`Matrix.diagonal_apply` does not help, because it rewrites a single entry `diagonal d i j`, and in the remaining goals the diagonal matrix stands whole inside a vector–matrix product. The warning confirms that this lemma was never used. Omitting it, as the hint suggests, would silence the warning but leave the goals open.

The repair puts `Matrix.vecMul_diagonal` in its place. This lemma says that component `i` of `v ᵥ* diagonal d` is `v i * d i`, which is just the form that was stuck. The entries become ordinary arithmetic, which `simp` finishes, and the unused argument is gone as well.

The change, after which it compiles:

```diff
@@ -47,5 +47,5 @@
       ext i j
       fin_cases i <;> fin_cases j <;>
-        simp [Matrix.mul_apply, Fin.sum_univ_succ, Matrix.diagonal_apply]
+        simp [Matrix.mul_apply, Fin.sum_univ_succ, Matrix.vecMul_diagonal]
     rw [hH]
     ext i
```
